# With adsorption rate $e^{x}$ and desorption rate $e^{-x}$, random sign flips of $x\neq 0$ beat every fixed bias exactly when the flip rate exceeds 1

**A:** Take a site that is filled at rate $e^{x}$ and emptied at rate $e^{-x}$, where the bias $x$ changes sign at random with rate $s>0$. Its stationary turnover is
$$J=\frac{1+s\cosh x}{2(\cosh x+s)}.$$
The best turnover at any fixed bias is $1/2$, and for $x\neq 0$ we have $J>1/2$ if and only if $s>1$.

**Q:** What do these rates stand for? If molecules merely come and go from one gas, nothing is turned over.

**A:** Both steps are irreversible: a reactant adsorbs, and what desorbs is product. The bias is a binding strength that speeds up adsorption and slows down desorption by the same factor. Zero bias is the binding strength at which the two rates are equal, and the model switches symmetrically about that point. Time is measured in units that make this common rate 1, so the threshold, a flip rate equal to the common rate, is the bare number 1.

**Q:** Derive it before you show me any code.

**A:** Write $a=e^{x}$, $b=e^{-x}$, so $ab=1$. Let $p_{1\pm}$ and $p_{0\pm}$ be the probabilities that the site is occupied or empty while the bias is $\pm x$. Three of the four balances are
$$a\,p_{0+}-b\,p_{1+}+s(p_{1-}-p_{1+})=0,$$
$$b\,p_{0-}-a\,p_{1-}+s(p_{1+}-p_{1-})=0,$$
$$b\,p_{1+}-a\,p_{0+}+s(p_{0-}-p_{0+})=0.$$
Adding the first and third leaves only flips, so both signs are equally likely: $p_{1+}+p_{0+}=p_{1-}+p_{0-}=\tfrac12$. Adding the first and second cancels the flips and gives $(a+b)(p_{1+}+p_{1-})=\tfrac12(a+b)$, so the mean coverage is $\tfrac12$. Substituting both facts into the first balance gives
$$\tfrac a2-(a+b)p_{1+}+s\left(\tfrac12-2p_{1+}\right)=0,\qquad p_{1+}=\frac{a+s}{2(a+b+2s)},$$
and likewise $p_{1-}=(b+s)/\bigl(2(a+b+2s)\bigr)$. The desorption flux is
$$J=b\,p_{1+}+a\,p_{1-}=\frac{2ab+s(a+b)}{2(a+b+2s)}=\frac{1+s\cosh x}{2(\cosh x+s)}.$$

At a fixed bias $y$ with coverage $\theta$, the balance $e^{y}(1-\theta)=e^{-y}\theta$ gives $\theta=e^{y}/(e^{y}+e^{-y})$ and flux $e^{-y}\theta=1/(2\cosh y)$. This is at most $\tfrac12$, with equality at $y=0$. Finally,
$$J-\frac12=\frac{(\cosh x-1)(s-1)}{2(\cosh x+s)}.$$
For $x\neq0$ the first factor is positive, so the sign is that of $s-1$.

**Q:** Now the formal version. Does it contain the kinetics, or only the final formula?

**A:** It starts from the kinetics. A state is a pair of Booleans, first "occupied?", then the sign of the bias, so `p (true, false)` is my $p_{1-}$.

In Lean 4 with Mathlib:

```lean
import Mathlib

open Real

namespace DynamicCatalysis

noncomputable section

/-- The bias of the site: `x` in the sign state `true` and `-x` in the sign state `false`. -/
def bias (x : ℝ) : Bool → ℝ
  | true => x
  | false => -x

/-- Transition rates between states (occupied?, sign): adsorption at rate `exp (bias)`,
desorption at rate `exp (-bias)`, and flips of the sign at rate `s`. -/
def rate (x s : ℝ) : Bool × Bool → Bool × Bool → ℝ
  | (false, σ), (true, τ) => if σ = τ then exp (bias x σ) else 0
  | (true, σ), (false, τ) => if σ = τ then exp (-bias x σ) else 0
  | (false, σ), (false, τ) => if σ = τ then 0 else s
  | (true, σ), (true, τ) => if σ = τ then 0 else s
```

**Q:** Can the site change its occupation and its sign in a single jump?

**A:** No. The first two lines of `rate` give 0 unless the sign is unchanged, and the last two allow only a flip at fixed occupation. The flip rate is the same in both directions.

```lean
/-- A normalised stationary solution of the master equation: in each state the gain
balances the loss. -/
def IsStationary (x s : ℝ) (p : Bool × Bool → ℝ) : Prop :=
  ∑ i, p i = 1 ∧ ∀ i, ∑ j, (p j * rate x s j i - p i * rate x s i j) = 0
```

**Q:** `IsStationary` asks for normalisation and balance, but not for non-negative probabilities.

**A:** It doesn't need to. For $s>0$ the equations have a single normalised solution, and that solution is strictly positive. The next definitions are the desorption flux and the explicit solution.

```lean
/-- The turnover: the total desorption flux, summed over both signs of the bias. -/
def turnover (x : ℝ) (p : Bool × Bool → ℝ) : ℝ :=
  ∑ σ, p (true, σ) * exp (-bias x σ)

/-- Explicit state probabilities of the switched site, for flip rate `s > 0`. -/
def stationaryLaw (x s : ℝ) : Bool × Bool → ℝ
  | (true, σ) => (exp (bias x σ) + s) / (2 * (exp x + exp (-x) + 2 * s))
  | (false, σ) => (exp (-bias x σ) + s) / (2 * (exp x + exp (-x) + 2 * s))
```

**Q:** And the static competitor? You could have made it weak by restricting it to $\pm x$.

**A:** It may use any real bias $y$, and its coverage comes from its own balance. That balance also forces $\theta$ to lie between 0 and 1, so no such condition is written down.

```lean
/-- The turnovers reachable at a fixed bias `y`, where the coverage `θ` balances
adsorption against desorption. -/
def staticTurnovers : Set ℝ :=
  {r | ∃ y θ : ℝ, exp y * (1 - θ) = exp (-y) * θ ∧ r = exp (-y) * θ}

/-- For a positive flip rate every state of the site has positive probability under
the explicit law. -/
theorem stationaryLaw_pos {x s : ℝ} (hs : 0 < s) (i : Bool × Bool) :
    0 < stationaryLaw x s i := by
  rcases i with ⟨_ | _, σ⟩ <;> simp only [stationaryLaw] <;> positivity
```

**A:** This is the positivity I promised: numerator and denominator are sums of positive terms. Next comes the solution of the master equation.

```lean
/-- For a positive flip rate the master equation has exactly one normalised stationary
solution, the explicit law. -/
theorem isStationary_iff {x s : ℝ} (hs : 0 < s) (p : Bool × Bool → ℝ) :
    IsStationary x s p ↔ p = stationaryLaw x s := by
  have hW : exp x + exp (-x) + 2 * s ≠ 0 := by positivity
  have hD : 2 * (exp x + exp (-x) + 2 * s) ≠ 0 := mul_ne_zero two_ne_zero hW
  constructor
  · rintro ⟨hN, hB⟩
    have e1 := hB (true, true)
    have e2 := hB (true, false)
    have e3 := hB (false, true)
    simp only [Fintype.sum_prod_type, Fintype.sum_bool, rate, bias, reduceCtorEq,
      if_true, if_false, neg_neg] at hN e1 e2 e3
    -- the flips make both signs equally likely
    have hU : p (true, true) + p (false, true) = 1 / 2 := by
      apply mul_left_cancel₀ hs.ne'
      linear_combination (-1 / 2) * (e1 + e3) + (s / 2) * hN
    have hV : p (true, false) + p (false, false) = 1 / 2 := by
      linear_combination hN - hU
    -- the summed site balance gives mean coverage one half
    have hO : p (true, true) + p (true, false) = 1 / 2 := by
      have hab : exp x + exp (-x) ≠ 0 := by positivity
      apply mul_left_cancel₀ hab
      linear_combination -e1 - e2 + exp x * hU + exp (-x) * hV
    -- one balance for each sign then fixes the probabilities
    have hu : p (true, true) * (2 * (exp x + exp (-x) + 2 * s)) = exp x + s := by
      linear_combination -2 * e1 + 2 * exp x * hU + 2 * s * hO
    have hv : p (true, false) * (2 * (exp x + exp (-x) + 2 * s)) = exp (-x) + s := by
      linear_combination -2 * e2 + 2 * exp (-x) * hV + 2 * s * hO
    funext i
    rcases i with ⟨_ | _, _ | _⟩ <;> simp only [stationaryLaw, bias, neg_neg] <;>
      rw [eq_div_iff hD]
    · linear_combination (2 * (exp x + exp (-x) + 2 * s)) * hV - hv
    · linear_combination (2 * (exp x + exp (-x) + 2 * s)) * hU - hu
    · exact hv
    · exact hu
  · rintro rfl
    refine ⟨?_, ?_⟩
    · have k := mul_inv_cancel₀ hD
      simp only [Fintype.sum_prod_type, Fintype.sum_bool, stationaryLaw, bias, neg_neg]
      linear_combination k
    · rintro ⟨_ | _, _ | _⟩ <;>
        simp only [Fintype.sum_prod_type, Fintype.sum_bool, rate, stationaryLaw, bias,
          reduceCtorEq, if_true, if_false, neg_neg] <;> ring
```

**Q:** Where is your derivation in there?

**A:** `e1`, `e2` and `e3` are the three balances in the order I wrote them. `hU` and `hV` say that each sign has probability $\tfrac12$, `hO` is the mean coverage, and `hu` and `hv` fix $p_{1+}$ and $p_{1-}$. Each `linear_combination` names the multiples of earlier equations that are to be added, and `mul_left_cancel₀` divides by $s$ or by $a+b$. The converse direction inserts the explicit law into the normalisation and all four balances, so a stationary solution does exist.

```lean
/-- The stationary turnover of a site whose bias flips between `x` and `-x` at
rate `s > 0`. -/
theorem turnover_eq {x s : ℝ} (hs : 0 < s) {p : Bool × Bool → ℝ}
    (hp : IsStationary x s p) :
    turnover x p = (1 + s * cosh x) / (2 * (cosh x + s)) := by
  rw [isStationary_iff hs] at hp
  subst hp
  have hab : exp x * exp (-x) = 1 := by rw [← exp_add, add_neg_cancel, exp_zero]
  have e : 2 * ((exp x + exp (-x)) / 2 + s) = exp x + exp (-x) + 2 * s := by ring
  rw [cosh_eq, e]
  simp only [turnover, Fintype.sum_bool, stationaryLaw, bias, neg_neg]
  have hW : exp x + exp (-x) + 2 * s ≠ 0 := by positivity
  have k := mul_inv_cancel₀ (mul_ne_zero two_ne_zero hW)
  rw [eq_div_iff hW]
  linear_combination
    ((2 * (exp x * exp (-x)) + s * (exp x + exp (-x))) / 2) * k + hab
```

**A:** Here `p` is any stationary solution. The proof replaces it by the explicit law and uses $ab=1$, named `hab`, to reach the closed formula.

```lean
/-- At a fixed bias `y`, the coverage that balances adsorption and desorption gives the
turnover `1 / (2 cosh y)`. -/
theorem static_turnover_eq {y θ : ℝ} (h : exp y * (1 - θ) = exp (-y) * θ) :
    exp (-y) * θ = 1 / (2 * cosh y) := by
  have hab : exp y * exp (-y) = 1 := by rw [← exp_add, add_neg_cancel, exp_zero]
  have hc : 2 * cosh y ≠ 0 := mul_ne_zero two_ne_zero (cosh_pos y).ne'
  rw [eq_div_iff hc, cosh_eq]
  linear_combination hab - exp (-y) * h

/-- The best turnover over all fixed biases is `1/2`, and it is attained. -/
theorem isGreatest_static : IsGreatest staticTurnovers (1 / 2) := by
  constructor
  · exact ⟨0, 1 / 2, by norm_num, by norm_num⟩
  · rintro r ⟨y, θ, h, rfl⟩
    have hc := one_le_cosh y
    rw [static_turnover_eq h, div_le_div_iff₀ (by linarith) (by norm_num)]
    linarith
```

**A:** The first of these multiplies the static balance by $e^{-y}$ and gets $1/(2\cosh y)$. The second gives the witness $y=0$, $\theta=\tfrac12$ and bounds everything else through $\cosh y\ge1$. `IsGreatest` means that $\tfrac12$ is an upper bound and is itself reached.

**Q:** So the comparison is with a maximum that some static site attains.

**A:** Yes, and the theorem is phrased without the number $\tfrac12$: the switched turnover exceeds every member of `staticTurnovers` if and only if `1 < s`.

```lean
/-- For nonzero `x` and flip rate `s > 0`, the stationary turnover exceeds every static
turnover, over all fixed biases, if and only if `s > 1`. -/
theorem beats_every_static_iff {x s : ℝ} (hx : x ≠ 0) (hs : 0 < s)
    {p : Bool × Bool → ℝ} (hp : IsStationary x s p) :
    (∀ r ∈ staticTurnovers, r < turnover x p) ↔ 1 < s := by
  have hc : 1 < cosh x := one_lt_cosh.mpr hx
  -- it suffices to compare with the best static value
  have hbest : (∀ r ∈ staticTurnovers, r < turnover x p) ↔ 1 / 2 < turnover x p :=
    ⟨fun h => h _ isGreatest_static.1,
      fun h r hr => lt_of_le_of_lt (isGreatest_static.2 hr) h⟩
  rw [hbest, turnover_eq hs hp, div_lt_div_iff₀ (by norm_num) (by linarith)]
  -- the difference has the sign of (cosh x - 1) (s - 1)
  constructor
  · intro h
    by_contra hn
    have hn' : s ≤ 1 := le_of_not_gt hn
    nlinarith [mul_nonneg (sub_nonneg.mpr hc.le) (sub_nonneg.mpr hn')]
  · intro h
    nlinarith [mul_pos (sub_pos.mpr hc) (sub_pos.mpr h)]
```

**A:** `hbest` reduces "every static turnover" to the best one. After the denominators are cleared, `nlinarith` receives the product $(\cosh x-1)(s-1)$, or $(\cosh x-1)(1-s)$ in the direction argued by contradiction.

**Q:** What if I switch slowly, with $s<1$? Is switching then harmful?

**A:** Take $x\neq0$. Compared with the best static site, yes. Compared with a site held at the same $x$, it still helps:
$$J-\frac1{2\cosh x}=\frac{s(\cosh^2x-1)}{2\cosh x\,(\cosh x+s)}>0,\qquad \frac{\cosh x}{2}-J=\frac{\cosh^2x-1}{2(\cosh x+s)}>0.$$
The upper value is the flux of a site whose two rates are both replaced by their average $\cosh x$, as one expects for very fast flips.

```lean
/-- For nonzero `x` and any flip rate `s > 0`, the stationary turnover lies strictly
between the static value `1 / (2 cosh x)` at the same `x` and `cosh x / 2`. -/
theorem turnover_bounds {x s : ℝ} (hx : x ≠ 0) (hs : 0 < s)
    {p : Bool × Bool → ℝ} (hp : IsStationary x s p) :
    1 / (2 * cosh x) < turnover x p ∧ turnover x p < cosh x / 2 := by
  have hc : 1 < cosh x := one_lt_cosh.mpr hx
  have hc2 : 0 < cosh x ^ 2 - 1 := by nlinarith
  rw [turnover_eq hs hp]
  constructor
  · rw [div_lt_div_iff₀ (by linarith) (by linarith)]
    nlinarith [mul_pos hs hc2]
  · rw [div_lt_div_iff₀ (by linarith) (by norm_num)]
    nlinarith

end

end DynamicCatalysis
```

**A:** The proof clears denominators and uses $\cosh^2x-1>0$, multiplied by $s$ for the lower bound.

```lean
#print axioms DynamicCatalysis.stationaryLaw_pos
-- 'DynamicCatalysis.stationaryLaw_pos' depends on axioms: [propext, Classical.choice, Quot.sound]
#print axioms DynamicCatalysis.beats_every_static_iff
-- 'DynamicCatalysis.beats_every_static_iff' depends on axioms: [propext, Classical.choice, Quot.sound]
#print axioms DynamicCatalysis.turnover_bounds
-- 'DynamicCatalysis.turnover_bounds' depends on axioms: [propext, Classical.choice, Quot.sound]
```

**Q:** Which hypotheses matter? Try $x=0$.

**A:** Then flipping changes nothing and $J=\tfrac12$ for every $s>0$. At $s=2$ the flip rate exceeds 1 but the turnover does not exceed $\tfrac12$, so the equivalence needs $x\neq0$.

**Q:** And $s=0$?

**A:** The two signs decouple. You can put all the probability on bias $+x$, with coverage $a/(a+b)$, or all of it on $-x$, with coverage $b/(a+b)$. Both are stationary, so uniqueness needs $s\neq0$. Both have turnover $1/(2\cosh x)$, so the strict lower bound fails there too, although the closed formula still gives the right value.

**Q:** Does it matter that `p` is stationary?

**A:** Yes. For $x>0$, put all the probability on the occupied state with bias $-x$. The momentary desorption flux is $e^{x}>1$, whatever $s$ is.

**Q:** Then what may I conclude about a real catalyst?

**A:** Only what a single site can tell you. There are no neighbours, no surface diffusion and no reverse reactions, the two biases are exactly opposite, and the switching is random rather than periodic. The energy spent on switching is not counted. That an arbitrary initial distribution relaxes to the stationary one is a standard property of such a connected finite chain for $s>0$, which I take from general theory and not from the theorems above.

**Q:** Is it of any use in simulation?

**A:** For this non-interacting one-site model, the formula gives an exact value against which a kinetic Monte Carlo program with switching rates can be compared.
